# Zeeman levels of a spin-independent PAW Hamiltonian in a uniform field, and the expectation-value splitting without augmentation

A uniform magnetic field acts on the spin of an electron equally everywhere, inside the augmentation spheres and outside. A PAW calculation works with pseudo orbitals, whose plain norm can differ from the all-electron norm because the charge in the spheres differs. How must the field enter the pseudo Hamiltonian, and what happens to the spin splitting if the augmentation is left out?

Let the complex matrix T map pseudo coefficients (finite index set `n`) to all-electron coefficients (finite index set `m`), each taken in an orthonormal basis.

```lean
import Mathlib

open Matrix
open scoped Kronecker

namespace PAWZeemanSplitting

noncomputable section

variable {m n : Type*} [Fintype m] [DecidableEq m] [Fintype n]
```

The overlap is S = T†T, and its augmentation part is Q = S − 1.

```lean
/-- The PAW overlap S = T†T of the pseudo orbitals. -/
def overlap (T : Matrix m n ℂ) : Matrix n n ℂ := Tᴴ * T

/-- The augmentation part Q = S - 1 of the overlap. -/
def augmentation [DecidableEq n] (T : Matrix m n ℂ) : Matrix n n ℂ := overlap T - 1
```

The field B = (B₀, B₁, B₂) is real and in energy units, so the magnetic moment is absorbed in it. Its length is |B|.

```lean
/-- The spin matrix σ·B of a magnetic field B, in energy units. -/
def sigmaDot (B : Fin 3 → ℝ) : Matrix (Fin 2) (Fin 2) ℂ :=
  !![(B 2 : ℂ), (B 0 : ℂ) - Complex.I * (B 1 : ℂ);
     (B 0 : ℂ) + Complex.I * (B 1 : ℂ), -(B 2 : ℂ)]

/-- The Euclidean length of the magnetic field. -/
def fieldStrength (B : Fin 3 → ℝ) : ℝ := √(B 0 ^ 2 + B 1 ^ 2 + B 2 ^ 2)
```

Spinors are functions on `n × Fin 2`; c ⊗ χ has orbital part c and spin part χ.

```lean
/-- The spinor with orbital part c and spin part χ. -/
def prodSpinor (c : n → ℂ) (χ : Fin 2 → ℂ) : n × Fin 2 → ℂ := fun p => c p.1 * χ p.2
```

The scalar Hamiltonian H is a fixed square matrix, the same for both spins: there is no spin-orbit coupling, orbital magnetism or self-consistent response. The PAW spinor Hamiltonian adds the all-electron Zeeman term transformed by T ⊗ 1. The bare one adds 1 ⊗ σ·B directly.

```lean
/-- The spinor Hamiltonian whose Zeeman term is the all-electron one transformed by T ⊗ 1. -/
def pawHamiltonian (T : Matrix m n ℂ) (H : Matrix n n ℂ) (B : Fin 3 → ℝ) :
    Matrix (n × Fin 2) (n × Fin 2) ℂ :=
  H ⊗ₖ (1 : Matrix (Fin 2) (Fin 2) ℂ) +
    (T ⊗ₖ (1 : Matrix (Fin 2) (Fin 2) ℂ))ᴴ * ((1 : Matrix m m ℂ) ⊗ₖ sigmaDot B) *
      (T ⊗ₖ (1 : Matrix (Fin 2) (Fin 2) ℂ))

/-- The spinor Hamiltonian whose Zeeman term lacks the augmentation Q. -/
def bareHamiltonian [DecidableEq n] (H : Matrix n n ℂ) (B : Fin 3 → ℝ) :
    Matrix (n × Fin 2) (n × Fin 2) ℂ :=
  H ⊗ₖ (1 : Matrix (Fin 2) (Fin 2) ℂ) + (1 : Matrix n n ℂ) ⊗ₖ sigmaDot B
```

A level of a pencil (H, S) is a number E with Hψ = E Sψ for some ψ ≠ 0. The spinor pencil has overlap S ⊗ 1. Neither Hermiticity of H nor invertibility of S is assumed.

```lean
/-- E is a level of the pencil (H, S): Hψ = E Sψ for some nonzero ψ. -/
def IsLevel {ι : Type*} [Fintype ι] (H S : Matrix ι ι ℂ) (E : ℂ) : Prop :=
  ∃ ψ : ι → ℂ, ψ ≠ 0 ∧ H *ᵥ ψ = E • (S *ᵥ ψ)
```

## (a) The transformed Zeeman term

Show that

(T ⊗ 1)† (1 ⊗ σ·B) (T ⊗ 1) = S ⊗ σ·B.

**Solution.** Kronecker products multiply factor by factor, so the left side is (T† 1 T) ⊗ (1 σ·B 1) = S ⊗ σ·B. The Lean proof applies this product rule twice.

```lean
omit [Fintype n] in
/-- The PAW transformation turns the Zeeman term 1 ⊗ σ·B into S ⊗ σ·B. -/
theorem zeeman_transform (T : Matrix m n ℂ) (B : Fin 3 → ℝ) :
    (T ⊗ₖ (1 : Matrix (Fin 2) (Fin 2) ℂ))ᴴ * ((1 : Matrix m m ℂ) ⊗ₖ sigmaDot B) *
      (T ⊗ₖ (1 : Matrix (Fin 2) (Fin 2) ℂ)) = overlap T ⊗ₖ sigmaDot B := by
  rw [Matrix.conjTranspose_kronecker, ← Matrix.mul_kronecker_mul,
    ← Matrix.mul_kronecker_mul]
  simp [overlap]
```

## (b) Operators on product spinors

Show that

(A ⊗ M)(c ⊗ χ) = (Ac) ⊗ (Mχ).

**Solution.** Component (i, s) is

Σⱼₜ Aᵢⱼ Mₛₜ cⱼ χₜ = (Σⱼ Aᵢⱼ cⱼ)(Σₜ Mₛₜ χₜ).

```lean
/-- An orbital operator times a spin operator acts factor by factor on a product spinor. -/
theorem kronecker_prodSpinor (A : Matrix n n ℂ) (M : Matrix (Fin 2) (Fin 2) ℂ)
    (c : n → ℂ) (χ : Fin 2 → ℂ) :
    (A ⊗ₖ M) *ᵥ prodSpinor c χ = prodSpinor (A *ᵥ c) (M *ᵥ χ) := by
  ext ⟨i, s⟩
  simp only [mulVec, dotProduct, prodSpinor, Matrix.kroneckerMap_apply,
    Fintype.sum_prod_type, Finset.sum_mul_sum]
  exact Finset.sum_congr rfl fun j _ => Finset.sum_congr rfl fun t _ => by ring
```

## (c) Spin states along the field

For real r with r² = |B|², find χ with

⟨χ,χ⟩ = 1, σ·B χ = r χ.

**Solution.** Let N = (r + B₂)² + B₀² + B₁². If N ≠ 0, take

χ = N^(−1/2) (r + B₂, B₀ + iB₁).

Apart from the prefactor, the rows of σ·B χ are

B₂(r + B₂) + B₀² + B₁² = rB₂ + r² = r(r + B₂),
(B₀ + iB₁)(r + B₂) − B₂(B₀ + iB₁) = r(B₀ + iB₁).

If N = 0, then B₀ = B₁ = 0 and r = −B₂, and χ = (0, 1) works. This includes B = 0. In Lean, `t` is N^(−1/2), and `linear_combination` supplies r² = |B|² and i² = −1.

```lean
/-- For r = |B| or r = -|B| there is a normalised spin state with σ·B χ = r χ. -/
theorem exists_spin_state (B : Fin 3 → ℝ) (r : ℝ)
    (hr : r ^ 2 = B 0 ^ 2 + B 1 ^ 2 + B 2 ^ 2) :
    ∃ χ : Fin 2 → ℂ, star χ ⬝ᵥ χ = 1 ∧ sigmaDot B *ᵥ χ = (r : ℂ) • χ := by
  by_cases h : (r + B 2) ^ 2 + B 0 ^ 2 + B 1 ^ 2 = 0
  · -- the field lies on the z axis and the lower component alone is an eigenvector
    have h0 : B 0 = 0 := (pow_eq_zero_iff two_ne_zero).1
      (by linarith [sq_nonneg (r + B 2), sq_nonneg (B 0), sq_nonneg (B 1)])
    have h1 : B 1 = 0 := (pow_eq_zero_iff two_ne_zero).1
      (by linarith [sq_nonneg (r + B 2), sq_nonneg (B 0), sq_nonneg (B 1)])
    have h2 : r + B 2 = 0 := (pow_eq_zero_iff two_ne_zero).1
      (by linarith [sq_nonneg (r + B 2), sq_nonneg (B 0), sq_nonneg (B 1)])
    have h3 : r = -B 2 := by linarith
    refine ⟨![0, 1], by simp [dotProduct, Fin.sum_univ_two], ?_⟩
    refine funext (Fin.forall_fin_two.2 ⟨?_, ?_⟩) <;>
      simp [sigmaDot, mulVec, dotProduct, Fin.sum_univ_two, h0, h1, h3]
  · obtain ⟨t, ht⟩ : ∃ t : ℝ, t ^ 2 * ((r + B 2) ^ 2 + B 0 ^ 2 + B 1 ^ 2) = 1 :=
      ⟨(√((r + B 2) ^ 2 + B 0 ^ 2 + B 1 ^ 2))⁻¹, by
        rw [inv_pow, Real.sq_sqrt (by positivity), inv_mul_cancel₀ h]⟩
    have htc : (t : ℂ) ^ 2 * (((r : ℂ) + B 2) ^ 2 + (B 0 : ℂ) ^ 2 + (B 1 : ℂ) ^ 2) = 1 := by
      exact_mod_cast ht
    have hrc : (r : ℂ) ^ 2 = (B 0 : ℂ) ^ 2 + (B 1 : ℂ) ^ 2 + (B 2 : ℂ) ^ 2 := by
      exact_mod_cast hr
    refine ⟨![(t : ℂ) * (r + B 2), (t : ℂ) * (B 0 + Complex.I * B 1)], ?_, ?_⟩
    · simp [dotProduct, Fin.sum_univ_two]
      linear_combination htc - (t : ℂ) ^ 2 * (B 1 : ℂ) ^ 2 * Complex.I_sq
    · refine funext (Fin.forall_fin_two.2 ⟨?_, ?_⟩)
      · simp [sigmaDot, mulVec, dotProduct, Fin.sum_univ_two]
        linear_combination -(t : ℂ) * hrc - (t : ℂ) * (B 1 : ℂ) ^ 2 * Complex.I_sq
      · simp [sigmaDot, mulVec, dotProduct, Fin.sum_univ_two]
        ring
```

## (d) From scalar to spinor levels

Let e be a scalar level and r² = |B|². Show that e + r is a spinor level, by finding ψ ≠ 0 with

(H ⊗ 1 + S ⊗ σ·B)ψ = (e + r)(S ⊗ 1)ψ.

**Solution.** Take Hc = e Sc with c ≠ 0, χ from (c), and ψ = c ⊗ χ. By (b), the left side is

e Sc ⊗ χ + Sc ⊗ rχ = (e + r)(Sc ⊗ χ).

Some cᵢ and χₛ are nonzero, hence so is ψ.

```lean
/-- A scalar level e gives the spinor level e + r for r = |B| and for r = -|B|. -/
theorem level_shift (T : Matrix m n ℂ) (H : Matrix n n ℂ) (B : Fin 3 → ℝ) (e : ℂ) (r : ℝ)
    (hr : r ^ 2 = B 0 ^ 2 + B 1 ^ 2 + B 2 ^ 2) (he : IsLevel H (overlap T) e) :
    IsLevel (pawHamiltonian T H B) (overlap T ⊗ₖ 1) (e + r) := by
  obtain ⟨c, hc0, hc⟩ := he
  obtain ⟨χ, hn, hχ⟩ := exists_spin_state B r hr
  have hχ0 : χ ≠ 0 := by
    rintro rfl
    simp at hn
  obtain ⟨i, hi⟩ := Function.ne_iff.1 hc0
  obtain ⟨s, hs⟩ := Function.ne_iff.1 hχ0
  refine ⟨prodSpinor c χ, fun h => mul_ne_zero hi hs (congrFun h (i, s)), ?_⟩
  simp only [pawHamiltonian, zeeman_transform, add_mulVec, kronecker_prodSpinor,
    one_mulVec, hc, hχ]
  ext p
  simp only [prodSpinor, Pi.add_apply, Pi.smul_apply, smul_eq_mul]
  ring
```

## (e) All spinor levels

Show that

E is a spinor level ⇔ E − |B| or E + |B| is a scalar level.

**Solution.** Part (d) with r = ±|B| gives ⇐. For ⇒, write b = |B| and let u, v be the spin components of ψ:

Hu + B₂Su + (B₀ − iB₁)Sv = E Su,
Hv + (B₀ + iB₁)Su − B₂Sv = E Sv.

If (α, β) σ·B = b(α, β), then α times the first line plus β times the second gives

Hw = (E − b)Sw, w = αu + βv.

This is `key`. Since (σ·B)² = b², both rows of σ·B + b are such (α, β). If either resulting w is nonzero, E − b is a scalar level. If both vanish, σ·B acts on ψ as −b, and the two lines become Hu = (E + b)Su and Hv = (E + b)Sv. One of u, v is nonzero, so E + b is a scalar level. The cases `w0` and `w1` follow this split.

The equivalence concerns the values of the levels, not their multiplicities.

```lean
/-- E is a level of the spinor pencil exactly when E - |B| or E + |B| is a level of
the scalar pencil. -/
theorem spinor_spectrum (T : Matrix m n ℂ) (H : Matrix n n ℂ) (B : Fin 3 → ℝ) (E : ℂ) :
    IsLevel (pawHamiltonian T H B) (overlap T ⊗ₖ 1) E ↔
      IsLevel H (overlap T) (E - fieldStrength B) ∨
        IsLevel H (overlap T) (E + fieldStrength B) := by
  have hb : fieldStrength B ^ 2 = B 0 ^ 2 + B 1 ^ 2 + B 2 ^ 2 :=
    Real.sq_sqrt (by positivity)
  constructor
  · rintro ⟨ψ, hψ, h⟩
    have hk : ∀ (A : Matrix n n ℂ) (M : Matrix (Fin 2) (Fin 2) ℂ) (i : n) (s : Fin 2),
        ((A ⊗ₖ M) *ᵥ ψ) (i, s) = M s 0 * (A *ᵥ fun j => ψ (j, 0)) i +
          M s 1 * (A *ᵥ fun j => ψ (j, 1)) i := by
      intro A M i s
      simp only [mulVec, dotProduct, Matrix.kroneckerMap_apply, Fintype.sum_prod_type,
        Fin.sum_univ_two, Finset.mul_sum, ← Finset.sum_add_distrib]
      exact Finset.sum_congr rfl fun j _ => by ring
    obtain ⟨u, hu⟩ : ∃ u : n → ℂ, u = fun j => ψ (j, 0) := ⟨_, rfl⟩
    obtain ⟨v, hv⟩ : ∃ v : n → ℂ, v = fun j => ψ (j, 1) := ⟨_, rfl⟩
    simp only [← hu, ← hv] at hk
    rw [pawHamiltonian, zeeman_transform, add_mulVec] at h
    -- the two spin components of the eigenvalue equation
    have h0 : ∀ i, (H *ᵥ u) i + ((B 2 : ℂ) * (overlap T *ᵥ u) i +
        ((B 0 : ℂ) - Complex.I * B 1) * (overlap T *ᵥ v) i) = E * (overlap T *ᵥ u) i := by
      intro i
      have := congrFun h (i, 0)
      simp only [Pi.add_apply, Pi.smul_apply, smul_eq_mul, hk] at this
      simpa [sigmaDot] using this
    have h1 : ∀ i, (H *ᵥ v) i + (((B 0 : ℂ) + Complex.I * B 1) * (overlap T *ᵥ u) i +
        -(B 2 : ℂ) * (overlap T *ᵥ v) i) = E * (overlap T *ᵥ v) i := by
      intro i
      have := congrFun h (i, 1)
      simp only [Pi.add_apply, Pi.smul_apply, smul_eq_mul, hk] at this
      simpa [sigmaDot] using this
    have hbc : (fieldStrength B : ℂ) ^ 2 = (B 0 : ℂ) ^ 2 + (B 1 : ℂ) ^ 2 + (B 2 : ℂ) ^ 2 := by
      exact_mod_cast hb
    generalize (fieldStrength B : ℂ) = b at hbc ⊢
    -- a left eigenvector (α, β) of σ·B projects onto a scalar solution
    have key : ∀ α β : ℂ, α * B 2 + β * (B 0 + Complex.I * B 1) = b * α →
        α * (B 0 - Complex.I * B 1) - β * B 2 = b * β →
        H *ᵥ (α • u + β • v) = (E - b) • (overlap T *ᵥ (α • u + β • v)) := by
      intro α β e0 e1
      ext i
      simp only [mulVec_add, mulVec_smul, Pi.add_apply, Pi.smul_apply, smul_eq_mul]
      linear_combination α * h0 i + β * h1 i - (overlap T *ᵥ u) i * e0 -
        (overlap T *ᵥ v) i * e1
    by_cases w0 : (b + B 2) • u + ((B 0 : ℂ) - Complex.I * B 1) • v = 0
    · by_cases w1 : ((B 0 : ℂ) + Complex.I * B 1) • u + (b - B 2) • v = 0
      · -- both projections vanish, so the spinor itself belongs to -|B|
        right
        have s0 := congrArg (fun w => overlap T *ᵥ w) w0
        have s1 := congrArg (fun w => overlap T *ᵥ w) w1
        simp only [mulVec_add, mulVec_smul, mulVec_zero] at s0 s1
        by_cases hu0 : u = 0
        · refine ⟨v, fun hv0 => hψ ?_, ?_⟩
          · refine funext fun p => ?_
            obtain ⟨i, s⟩ := p
            revert s
            exact Fin.forall_fin_two.2
              ⟨congrFun (hu.symm.trans hu0) i, congrFun (hv.symm.trans hv0) i⟩
          · ext i
            have := congrFun s1 i
            simp only [Pi.add_apply, Pi.smul_apply, smul_eq_mul, Pi.zero_apply] at this ⊢
            linear_combination h1 i - this
        · refine ⟨u, hu0, ?_⟩
          ext i
          have := congrFun s0 i
          simp only [Pi.add_apply, Pi.smul_apply, smul_eq_mul, Pi.zero_apply] at this ⊢
          linear_combination h0 i - this
      · exact Or.inl ⟨_, w1, key _ _ (by ring)
          (by linear_combination -hbc - (B 1 : ℂ) ^ 2 * Complex.I_sq)⟩
    · exact Or.inl ⟨_, w0, key _ _
        (by linear_combination -hbc - (B 1 : ℂ) ^ 2 * Complex.I_sq) (by ring)⟩
  · rintro (h | h)
    · simpa using level_shift T H B _ (fieldStrength B) hb h
    · simpa using level_shift T H B _ (-fieldStrength B) (by rw [neg_sq, hb]) h
```

## (f) Energy without augmentation

Let Hc = e Sc, ⟨c,Sc⟩ = 1, ⟨χ,χ⟩ = 1 and σ·B χ = rχ. Show that

⟨c ⊗ χ, (H ⊗ 1 + 1 ⊗ σ·B)(c ⊗ χ)⟩ = e + r(1 − ⟨c,Qc⟩).

**Solution.** Inner products of product spinors factorise (`hp`), so the left side is

⟨c,Hc⟩⟨χ,χ⟩ + ⟨c,c⟩⟨χ,σ·B χ⟩ = e + r⟨c,c⟩.

From S = 1 + Q and ⟨c,Sc⟩ = 1 follows ⟨c,c⟩ = 1 − ⟨c,Qc⟩ (`hQ`).

```lean
omit [DecidableEq m] in
/-- Without augmentation in the Zeeman term, the energy expectation value in a product state c ⊗ χ
is e + r (1 - ⟨c,Qc⟩), if Hc = e Sc, ⟨c,Sc⟩ = 1, ⟨χ,χ⟩ = 1 and σ·B χ = r χ. -/
theorem bare_expectation [DecidableEq n] (T : Matrix m n ℂ) (H : Matrix n n ℂ) (B : Fin 3 → ℝ)
    (c : n → ℂ) (e r : ℂ) (χ : Fin 2 → ℂ) (hc : H *ᵥ c = e • (overlap T *ᵥ c))
    (hn : star c ⬝ᵥ (overlap T *ᵥ c) = 1) (hχn : star χ ⬝ᵥ χ = 1)
    (hχ : sigmaDot B *ᵥ χ = r • χ) :
    star (prodSpinor c χ) ⬝ᵥ (bareHamiltonian H B *ᵥ prodSpinor c χ) =
      e + r * (1 - star c ⬝ᵥ (augmentation T *ᵥ c)) := by
  have hp : ∀ (d : n → ℂ) (η : Fin 2 → ℂ),
      star (prodSpinor c χ) ⬝ᵥ prodSpinor d η = (star c ⬝ᵥ d) * (star χ ⬝ᵥ η) := by
    intro d η
    simp only [dotProduct, prodSpinor, Pi.star_apply, star_mul', Fintype.sum_prod_type,
      Finset.sum_mul_sum]
    exact Finset.sum_congr rfl fun j _ => Finset.sum_congr rfl fun t _ => by ring
  -- the augmentation term ⟨c,Qc⟩ is one minus the plain squared norm ⟨c,c⟩
  have hQ : star c ⬝ᵥ (augmentation T *ᵥ c) = 1 - star c ⬝ᵥ c := by
    rw [augmentation, sub_mulVec, one_mulVec, dotProduct_sub, hn]
  rw [hQ]
  simp only [bareHamiltonian, add_mulVec, kronecker_prodSpinor, one_mulVec, hc, hχ,
    dotProduct_add, hp, dotProduct_smul, hn, hχn, smul_eq_mul]
  ring
```

## (g) The two splittings

For the same e and c, show that e + |B| and e − |B| are exact PAW spinor levels, and that the bare expectation values for spin up and down along B differ by

ΔE = 2|B|(1 − ⟨c,Qc⟩).

**Solution.** Normalisation forces c ≠ 0, so e is a scalar level and (e) gives both spinor levels. Subtracting (f) at r = −|B| from (f) at r = |B| gives ΔE. It is a difference of expectation values in product states, not of eigenvalues of the bare pencil.

For a fixed, spin-independent H in a finite basis, the exact separation 2|B| provides a test of the uniform-field term in a PAW code.

```lean
/-- A normalised scalar solution (e, c) gives the exact spinor levels e + |B| and e - |B|,
while omitting Q from the Zeeman term gives the expectation-value splitting
2|B|(1 - ⟨c,Qc⟩). -/
theorem zeeman_splitting [DecidableEq n] (T : Matrix m n ℂ) (H : Matrix n n ℂ) (B : Fin 3 → ℝ)
    (c : n → ℂ) (e : ℂ) (hc : H *ᵥ c = e • (overlap T *ᵥ c))
    (hn : star c ⬝ᵥ (overlap T *ᵥ c) = 1) :
    IsLevel (pawHamiltonian T H B) (overlap T ⊗ₖ 1) (e + fieldStrength B) ∧
    IsLevel (pawHamiltonian T H B) (overlap T ⊗ₖ 1) (e - fieldStrength B) ∧
    ∀ up down : Fin 2 → ℂ, star up ⬝ᵥ up = 1 → star down ⬝ᵥ down = 1 →
      sigmaDot B *ᵥ up = (fieldStrength B : ℂ) • up →
      sigmaDot B *ᵥ down = (-(fieldStrength B : ℂ)) • down →
      star (prodSpinor c up) ⬝ᵥ (bareHamiltonian H B *ᵥ prodSpinor c up) -
        star (prodSpinor c down) ⬝ᵥ (bareHamiltonian H B *ᵥ prodSpinor c down) =
      2 * fieldStrength B * (1 - star c ⬝ᵥ (augmentation T *ᵥ c)) := by
  have hc0 : c ≠ 0 := by
    rintro rfl
    simp at hn
  have he : IsLevel H (overlap T) e := ⟨c, hc0, hc⟩
  refine ⟨(spinor_spectrum T H B _).2 (Or.inl (by simpa using he)),
    (spinor_spectrum T H B _).2 (Or.inr (by simpa using he)), ?_⟩
  intro up down nu nd hu hd
  rw [bare_expectation T H B c e _ up hc hn nu hu,
    bare_expectation T H B c e _ down hc hn nd hd]
  ring
```

## (h) A two-orbital example

For T = diag(1, 2), H = [[2, 6], [6, 15]], c = (3/5, 2/5) and e = 6, verify

Hc = 6 Sc, ⟨c,Sc⟩ = 1, ⟨c,Qc⟩ = 12/25.

**Solution.** Here S = diag(1, 4) and Q = diag(0, 3). Then Sc = (3/5, 8/5) and Hc = (18/5, 48/5) = 6 Sc. Also ⟨c,Sc⟩ = 9/25 + 16/25 = 1 and ⟨c,Qc⟩ = 3 · 4/25 = 12/25. The bare splitting is therefore 26|B|/25 instead of 2|B|.

```lean
/-- For T = diag(1, 2), H = [[2, 6], [6, 15]] and c = (3/5, 2/5), the scalar equation holds
with e = 6, c is normalised, and ⟨c,Qc⟩ = 12/25. -/
theorem zeeman_splitting_witness :
    let T : Matrix (Fin 2) (Fin 2) ℂ := !![1, 0; 0, 2]
    let H : Matrix (Fin 2) (Fin 2) ℂ := !![2, 6; 6, 15]
    let c : Fin 2 → ℂ := ![3 / 5, 2 / 5]
    H *ᵥ c = (6 : ℂ) • (overlap T *ᵥ c) ∧ star c ⬝ᵥ (overlap T *ᵥ c) = 1 ∧
      star c ⬝ᵥ (augmentation T *ᵥ c) = 12 / 25 := by
  intro T H c
  have h2 : (starRingEnd ℂ) 2 = 2 := Complex.ext (by simp) (by simp)
  have hS : overlap T = !![1, 0; 0, 4] := by
    ext i j
    fin_cases i <;> fin_cases j <;>
      norm_num [T, overlap, Matrix.mul_apply, Fin.sum_univ_two, Matrix.conjTranspose_apply, h2]
  have hstar : star c = c := by
    refine funext (Fin.forall_fin_two.2 ⟨?_, ?_⟩) <;> simp [c]
  refine ⟨?_, ?_, ?_⟩
  · rw [hS]
    refine funext (Fin.forall_fin_two.2 ⟨?_, ?_⟩) <;>
      norm_num [H, c, mulVec, dotProduct, Fin.sum_univ_two]
  · rw [hstar, hS]
    norm_num [c, mulVec, dotProduct, Fin.sum_univ_two]
  · rw [hstar, augmentation, hS, sub_mulVec, one_mulVec]
    norm_num [c, mulVec, dotProduct, Fin.sum_univ_two]

end

end PAWZeemanSplitting
```

```lean
#print axioms PAWZeemanSplitting.zeeman_splitting
-- 'PAWZeemanSplitting.zeeman_splitting' depends on axioms: [propext, Classical.choice, Quot.sound]
```
